# A complex square matrix is normal exactly when its adjoint is a unitary times the matrix

Take a two-level atom whose excited state decays at rate $\gamma>0$. With $\hbar=1$, the ground state listed first and both level energies removed by going to the interaction picture, the effective Hamiltonian between quantum jumps is

$$A=\begin{pmatrix}0&0\\0&-i\gamma/2\end{pmatrix},\qquad A^\dagger=\begin{pmatrix}0&0\\0&i\gamma/2\end{pmatrix}=\begin{pmatrix}e^{i\varphi}&0\\0&-1\end{pmatrix}A .$$

The equation $A^\dagger=UA$ fixes $U$ only on the range of $A$, which is the excited state: there $U$ multiplies by $-1$. On the ground state the equation says nothing, and unitarity leaves a free phase $\varphi$. So a unitary $U$ exists although $A$ is singular, but it isn't unique.

For every complex $n\times n$ matrix $A$, singular or not, such a unitary exists exactly when $A$ is normal:

$$AA^\dagger=A^\dagger A\iff A^\dagger=UA\ \text{ for some unitary }U .$$

For normal $A$, the unitary $U$ is unique exactly when $\det A\neq0$.

## The Crank–Nicolson step as the unitary between $A$ and $A^\dagger$

For a Hermitian matrix $H$ in a finite orthonormal basis, held constant over a real time step $\tau$, the identity gives norm conservation in Crank–Nicolson propagation. The code solves

$$A\psi_{k+1}=A^\dagger\psi_k,\qquad A=1+\tfrac{i\tau}{2}H ,$$

where $\psi_k$ is the state after $k$ steps. Since $AA^\dagger=1+\tau^2H^2/4=A^\dagger A$, there is a unitary $U$ with $A^\dagger=UA$. It commutes with $A$, as derived below, so $AU\psi_k=A^\dagger\psi_k$ and $U\psi_k$ solves the linear system. The solution is unique because $\|Ax\|^2=\|x\|^2+\tau^2\|Hx\|^2/4$ vanishes only for $x=0$. Hence $\psi_{k+1}=U\psi_k$ has the norm of $\psi_k$, and the code never has to form $U$.

For a two-level system with $H=g\sigma_x$, where $\sigma_x$ is the Pauli matrix and $g$ a real coupling, choose $g\tau=1$. Then

$$A=\begin{pmatrix}1&i/2\\i/2&1\end{pmatrix},\qquad U=\frac15\begin{pmatrix}3&-4i\\-4i&3\end{pmatrix},$$

and multiplying out $UA$ gives $A^\dagger$. For a state that starts in the first level, one Crank–Nicolson step gives the populations $9/25$ and $16/25$. The exact evolution over the same time gives $\cos^2 1\approx0.29$ and $\sin^2 1\approx0.71$, so a conserved norm doesn't by itself make the step accurate. These Crank–Nicolson formulas are worked out in the text and have no theorem of their own in the Lean code.

## From equal overlaps to a unitary on the whole space

**Overlaps.** For column vectors $x,y$,

$$(Ax)^\dagger(Ay)=x^\dagger A^\dagger A\,y .$$

**Equal Gram matrices.** Let $A$ and $B$ have the same shape, possibly rectangular, and let $A^\dagger A=B^\dagger B$. Setting $y=x$ above gives $\|Ax\|=\|Bx\|$ for every $x$. Define a map on the range of $A$ by $Ax\mapsto Bx$. It is well defined: if $Ax=Ax'$, then $\|B(x-x')\|=\|A(x-x')\|=0$, so $Bx=Bx'$. It is linear and preserves norms, so the ranges of $A$ and $B$ have equal dimension.

In a finite-dimensional space, their orthogonal complements then have equal dimension too. Send an orthonormal basis of the first complement to one of the second. For $v=p+q$, with $p$ in the range of $A$ and $q$ orthogonal to it, the images of $p$ and $q$ are orthogonal and keep their lengths, so the combined map $U$ satisfies $\|Uv\|=\|v\|$. By polarisation it preserves inner products, which means $x^\dagger U^\dagger U y=x^\dagger y$ for all $x,y$. Basis vectors then give $U^\dagger U=1$. By construction $UAx=Bx$ for all $x$, so $B=UA$.

Conversely, $B=UA$ gives $B^\dagger B=A^\dagger U^\dagger UA=A^\dagger A$.

**Commutation.** Let $A$ be square and $A^\dagger=UA$. The adjoint of this relation is $A=A^\dagger U^\dagger$. Multiplying by $U$ from the right gives $AU=A^\dagger=UA$.

**Normality.** Put $B=A^\dagger$. Then $B^\dagger B=AA^\dagger$, so normality is the condition $A^\dagger A=B^\dagger B$, and the Gram result supplies $U$. In the other direction,

$$AA^\dagger=AUA=UAA=A^\dagger A .$$

**Uniqueness.** If $\det A=0$, there is a row vector $w\neq0$ with $wA=0$. Set $c=\sum_i\overline{w_i}w_i>0$ and $P_{ij}=\overline{w_i}w_j$. Then $P^\dagger=P$, $P^2=cP$, $PA=0$ and $P\neq0$. The reflection $W=1-2P/c$ is Hermitian, and

$$W^2=1-\frac{4P}{c}+\frac{4P^2}{c^2}=1 ,$$

so it is unitary. It differs from $1$ and satisfies $WA=A$. If $A^\dagger=UA$, then $UWA=A^\dagger$ as well, and $UW\neq U$. If $\det A\neq0$, then $UA=VA$ forces $U=V$.

**Without normality.** With the ground state first, the lowering operator and its adjoint are

$$A=\begin{pmatrix}0&1\\0&0\end{pmatrix},\qquad A^\dagger=\begin{pmatrix}0&0\\1&0\end{pmatrix}.$$

The first column of $UA$ is zero for every matrix $U$, while the first column of $A^\dagger$ is not. In the opposite basis order, common for spin matrices, the two matrices trade places.

```lean
import Mathlib

open Matrix
open scoped ComplexOrder

namespace NormalAdjointUnitary

variable {m n : Type*} [Fintype m] [DecidableEq m] [Fintype n] [DecidableEq n]

omit [DecidableEq m] [DecidableEq n] in
/-- The overlap of `A x` with `A y` is the matrix element of `A†A` between `x` and `y`. -/
theorem overlap_eq (A : Matrix n m ℂ) (x y : m → ℂ) :
    star (A *ᵥ x) ⬝ᵥ (A *ᵥ y) = star x ⬝ᵥ ((Aᴴ * A) *ᵥ y) := by
  rw [Matrix.star_mulVec, ← Matrix.dotProduct_mulVec, Matrix.mulVec_mulVec]

/-- Two matrices `A` and `B` of the same shape satisfy `A†A = B†B` if and only if
`B = U A` for some unitary `U`. -/
theorem gram_eq_iff_exists_unitary (A B : Matrix n m ℂ) :
    Aᴴ * A = Bᴴ * B ↔ ∃ U ∈ Matrix.unitaryGroup n ℂ, B = U * A := by
  constructor
  · intro h
    have hin : ∀ v w : n → ℂ,
        inner ℂ (WithLp.toLp 2 v : EuclideanSpace ℂ n) (WithLp.toLp 2 w) = star v ⬝ᵥ w :=
      fun v w => (EuclideanSpace.inner_eq_star_dotProduct _ _).trans (dotProduct_comm _ _)
    let e := WithLp.linearEquiv 2 ℂ (n → ℂ)
    let a : (m → ℂ) →ₗ[ℂ] EuclideanSpace ℂ n := e.symm.toLinearMap ∘ₗ A.mulVecLin
    let b : (m → ℂ) →ₗ[ℂ] EuclideanSpace ℂ n := e.symm.toLinearMap ∘ₗ B.mulVecLin
    -- equal Gram matrices give equal norms
    have key : ∀ x, ‖a x‖ = ‖b x‖ := by
      intro x
      have h1 : inner ℂ (a x) (a x) = inner ℂ (b x) (b x) :=
        (hin (A *ᵥ x) (A *ᵥ x)).trans <| (overlap_eq A x x).trans <| by
          rw [h, ← overlap_eq B x x]
          exact (hin (B *ᵥ x) (B *ᵥ x)).symm
      rw [norm_eq_sqrt_re_inner (𝕜 := ℂ) (a x), norm_eq_sqrt_re_inner (𝕜 := ℂ) (b x), h1]
    -- the isometry `A x ↦ B x` on the range of `A`
    obtain ⟨g, hg⟩ := a.rangeRestrict.exists_rightInverse_of_surjective a.range_rangeRestrict
    have hag : ∀ y, a (g y) = y := fun y => congrArg Subtype.val (LinearMap.congr_fun hg y)
    let L : LinearMap.range a →ₗᵢ[ℂ] EuclideanSpace ℂ n :=
      { toLinearMap := b ∘ₗ g
        norm_map' := fun y => by
          change ‖b (g y)‖ = ‖(y : EuclideanSpace ℂ n)‖
          rw [← key, hag] }
    have hL : ∀ x, L.extend (a x) = b x := by
      intro x
      have h1 : L.extend (a x) = b (g ⟨a x, LinearMap.mem_range_self a x⟩) :=
        L.extend_apply ⟨a x, LinearMap.mem_range_self a x⟩
      rw [h1]
      apply sub_eq_zero.mp
      rw [← map_sub, ← norm_eq_zero, ← key, map_sub, hag, sub_self, norm_zero]
    -- the matrix of the extended isometry
    let U : Matrix n n ℂ :=
      LinearMap.toMatrix' (e.toLinearMap ∘ₗ L.extend.toLinearMap ∘ₗ e.symm.toLinearMap)
    have hU : ∀ x : n → ℂ, U *ᵥ x = (L.extend (WithLp.toLp 2 x)).ofLp :=
      fun x => LinearMap.toMatrix'_mulVec _ x
    refine ⟨U, ?_, ?_⟩
    · rw [Matrix.mem_unitaryGroup_iff', Matrix.star_eq_conjTranspose]
      have hk : ∀ x y : n → ℂ, star x ⬝ᵥ ((Uᴴ * U) *ᵥ y) = star x ⬝ᵥ y := by
        intro x y
        rw [← overlap_eq, hU, hU, ← hin, ← hin]
        exact L.extend.inner_map_map _ _
      ext i j
      have h1 := hk (star (Pi.single i 1)) (Pi.single j 1)
      rw [star_star, single_one_dotProduct, single_one_dotProduct] at h1
      simpa [Matrix.mulVec_single_one, Matrix.one_apply, Pi.single_apply] using h1
    · apply Matrix.toLin'.injective
      refine LinearMap.ext fun x => ?_
      rw [Matrix.toLin'_apply, Matrix.toLin'_apply, ← Matrix.mulVec_mulVec, hU]
      exact (congrArg WithLp.ofLp (hL x)).symm
  · rintro ⟨U, hU, rfl⟩
    rw [Matrix.mem_unitaryGroup_iff', Matrix.star_eq_conjTranspose] at hU
    rw [Matrix.conjTranspose_mul, Matrix.mul_assoc, ← Matrix.mul_assoc Uᴴ, hU, Matrix.one_mul]

/-- A unitary `U` with `A† = U A` commutes with `A`. -/
theorem unitary_commutes {A U : Matrix n n ℂ} (hU : U ∈ Matrix.unitaryGroup n ℂ)
    (h : Aᴴ = U * A) : U * A = A * U := by
  rw [Matrix.mem_unitaryGroup_iff', Matrix.star_eq_conjTranspose] at hU
  -- the adjoint of the relation reads `A = A† U†`
  have h1 : A = Aᴴ * Uᴴ := by
    have h2 := congrArg Matrix.conjTranspose h
    rwa [Matrix.conjTranspose_conjTranspose, Matrix.conjTranspose_mul] at h2
  calc U * A = Aᴴ := h.symm
    _ = Aᴴ * Uᴴ * U := by rw [Matrix.mul_assoc, hU, Matrix.mul_one]
    _ = A * U := by rw [← h1]

/-- A complex square matrix `A`, singular or not, is normal if and only if `A† = U A`
for some unitary `U`. -/
theorem normal_iff_adjoint_eq_unitary_mul (A : Matrix n n ℂ) :
    A * Aᴴ = Aᴴ * A ↔ ∃ U ∈ Matrix.unitaryGroup n ℂ, Aᴴ = U * A := by
  constructor
  · intro h
    apply (gram_eq_iff_exists_unitary A Aᴴ).mp
    rw [Matrix.conjTranspose_conjTranspose, h]
  · rintro ⟨U, hU, h⟩
    rw [h, ← Matrix.mul_assoc, unitary_commutes hU h]

/-- For a singular matrix `A` there is a unitary `W` other than the identity with `W A = A`. -/
theorem exists_unitary_fixing_of_singular {A : Matrix n n ℂ} (hA : A.det = 0) :
    ∃ W ∈ Matrix.unitaryGroup n ℂ, W ≠ 1 ∧ W * A = A := by
  obtain ⟨w, hw, hwA⟩ := Matrix.exists_vecMul_eq_zero_iff.mpr hA
  obtain ⟨c, hc⟩ : ∃ c, c = star w ⬝ᵥ w := ⟨_, rfl⟩
  obtain ⟨P, hP⟩ : ∃ P, P = Matrix.vecMulVec (star w) w := ⟨_, rfl⟩
  have hc0 : c ≠ 0 := by
    rw [hc]
    exact mt dotProduct_star_self_eq_zero.mp hw
  have hcs : star c = c := by
    rw [hc]
    simp only [dotProduct, star_sum, star_mul, Pi.star_apply, star_star]
  have hPs : star P = P := by
    rw [hP]
    ext i j
    simp [Matrix.star_apply, Matrix.vecMulVec_apply, mul_comm]
  have hPP : P * P = c • P := by
    rw [hP, hc]
    ext i j
    simp only [Matrix.mul_apply, Matrix.vecMulVec_apply, Matrix.smul_apply, smul_eq_mul,
      dotProduct, Finset.sum_mul]
    exact Finset.sum_congr rfl fun k _ => by ring
  have hPA : P * A = 0 := by
    rw [hP]
    ext i j
    have h1 : ∑ k, w k * A k j = 0 := congrFun hwA j
    simp only [Matrix.mul_apply, Matrix.vecMulVec_apply, mul_assoc, ← Finset.mul_sum, h1,
      mul_zero, Matrix.zero_apply]
  have hP0 : P ≠ 0 := by
    intro h0
    obtain ⟨i, hi⟩ := Function.ne_iff.mp hw
    have h1 : star (w i) * w i = 0 := by
      have h2 := congrFun (congrFun (hP.symm.trans h0) i) i
      exact h2
    exact mul_ne_zero (star_ne_zero.mpr hi) hi h1
  -- the reflection `1 - 2 P / c`
  refine ⟨1 - (2 / c) • P, ?_, ?_, ?_⟩
  · have hs : star (1 - (2 / c) • P) = 1 - (2 / c) • P := by
      rw [star_sub, star_one, star_smul, hPs, star_div₀, hcs, star_ofNat]
    have hk : 2 / c * (2 / c) * c = 2 * (2 / c) := by field_simp
    rw [Matrix.mem_unitaryGroup_iff, hs, sub_mul, one_mul, mul_sub, mul_one,
      smul_mul_smul_comm, hPP, smul_smul, hk]
    module
  · intro h1
    rcases smul_eq_zero.mp (sub_eq_self.mp h1) with h2 | h2
    · exact div_ne_zero two_ne_zero hc0 h2
    · exact hP0 h2
  · rw [sub_mul, one_mul, Matrix.smul_mul, hPA, smul_zero, sub_zero]

/-- For a normal matrix `A`, the unitary `U` with `A† = U A` is unique if and only if
`A` has nonzero determinant. -/
theorem unique_unitary_iff_det_ne_zero {A : Matrix n n ℂ} (hA : A * Aᴴ = Aᴴ * A) :
    (∃! U, U ∈ Matrix.unitaryGroup n ℂ ∧ Aᴴ = U * A) ↔ A.det ≠ 0 := by
  constructor
  · rintro ⟨U, ⟨hU, h⟩, huniq⟩ hdet
    obtain ⟨W, hW, hW1, hWA⟩ := exists_unitary_fixing_of_singular hdet
    -- `U W` is a second solution
    have h1 : U * W = U := huniq (U * W) ⟨mul_mem hU hW, by rw [Matrix.mul_assoc, hWA, h]⟩
    have h2 := Matrix.mem_unitaryGroup_iff'.mp hU
    apply hW1
    calc W = star U * (U * W) := by rw [← Matrix.mul_assoc, h2, Matrix.one_mul]
      _ = 1 := by rw [h1, h2]
  · intro hdet
    obtain ⟨U, hU, h⟩ := (normal_iff_adjoint_eq_unitary_mul A).mp hA
    have hunit : IsUnit A := (Matrix.isUnit_iff_isUnit_det A).mpr (isUnit_iff_ne_zero.mpr hdet)
    exact ⟨U, ⟨hU, h⟩, fun V hV => hunit.mul_right_cancel (hV.2.symm.trans h)⟩

/-- The adjoint of the matrix with rows `(0, 1)` and `(0, 0)`, which is the two-level lowering
operator when the ground state is listed first, is not a unitary times that matrix. -/
theorem lowering_operator_no_unitary :
    ¬ ∃ U ∈ Matrix.unitaryGroup (Fin 2) ℂ,
      (!![0, 1; 0, 0] : Matrix (Fin 2) (Fin 2) ℂ)ᴴ = U * !![0, 1; 0, 0] := by
  rw [← normal_iff_adjoint_eq_unitary_mul]
  intro h
  have h1 := congrFun (congrFun h 0) 0
  simp [Matrix.mul_apply, Fin.sum_univ_succ] at h1

end NormalAdjointUnitary
```

```lean
#print axioms NormalAdjointUnitary.normal_iff_adjoint_eq_unitary_mul
#print axioms NormalAdjointUnitary.unique_unitary_iff_det_ne_zero
#print axioms NormalAdjointUnitary.lowering_operator_no_unitary
```

```
'NormalAdjointUnitary.normal_iff_adjoint_eq_unitary_mul' depends on axioms: [propext, Classical.choice, Quot.sound]
'NormalAdjointUnitary.unique_unitary_iff_det_ne_zero' depends on axioms: [propext, Classical.choice, Quot.sound]
'NormalAdjointUnitary.lowering_operator_no_unitary' depends on axioms: [propext, Classical.choice, Quot.sound]
```

## What the theorems fix, and where a calculation goes further

In Lean, `m` and `n` are finite index sets, not numbers; they label basis states. `Matrix n m ℂ` has rows labelled by `n` and columns by `m`. The conjugate transpose is `Aᴴ`, and `A *ᵥ x` applies the matrix to a column. The product `⬝ᵥ` does not conjugate, so the overlap $x^\dagger y$ is written `star x ⬝ᵥ y`, conjugate-linear in the first entry as in bra-ket notation. Membership in `Matrix.unitaryGroup n ℂ` means that $U$ is unitary.

`normal_iff_adjoint_eq_unitary_mul` is the main equivalence and places no condition on the square matrix `A`. `unique_unitary_iff_det_ne_zero` assumes normality as `hA`; its `∃!` means that there is exactly one such `U`. That assumption matters for invertible matrices: $\begin{pmatrix}1&1\\0&1\end{pmatrix}$ has determinant $1$ but is not normal, so it has no such unitary at all.

The step left to the user is the passage from a physical operator to its matrix. The conjugate transpose represents the adjoint when the basis is orthonormal. With non-orthogonal atomic orbitals, the overlap matrix enters the adjoint, and the theorems apply after orthogonalisation. They also concern a finite basis, and they give neither an algorithm for $U$ nor a bound on rounding errors.

The proof has the same structure as the derivation:

- `overlap_eq` moves the adjoint across the overlap.
- `gram_eq_iff_exists_unitary` treats the columns $Ax$ and $Bx$ as vectors `a x` and `b x` in `EuclideanSpace`, which carries the usual norm. `key` states that their norms agree. The map `g` picks a preimage for each vector in the range of `a`, and `L` sends that vector to the image of the preimage under `b`. `L.extend` is Mathlib's extension of this isometry to the whole space, in place of the two orthonormal bases above. `hL` shows that the choice of preimage has no effect. `U` is the matrix of the extended map; `hk`, evaluated on basis vectors, gives $U^\dagger U=1$.
- `unitary_commutes` takes the adjoint of the relation in `h1`, then follows the chain from $UA$ to $AU$ in its `calc` block.
- `normal_iff_adjoint_eq_unitary_mul` applies the Gram theorem to `A` and `Aᴴ` in one direction and the commutation lemma in the other.
- `exists_unitary_fixing_of_singular` builds the reflection from an unnormalised `w`, so `P` is $c$ times a projector. With the unit row vector $\hat w=w/\sqrt c$, the reflection is $W=1-2\hat w^\dagger\hat w$. The facts `hPs`, `hPP` and `hPA` are the three identities for $P$ used above.
- `unique_unitary_iff_det_ne_zero` compares `U * W` with `U` in the singular case and cancels `A` from the right otherwise.
- `lowering_operator_no_unitary` uses the main equivalence to turn the claim into a failure of normality, then compares the upper-left entries of $AA^\dagger$ and $A^\dagger A$, which are $1$ and $0$.
